# The photon polarisation sum for null k and a reference vector n with k·n ≠ 0

For a process that absorbs one photon from an unpolarised beam, with amplitude J·e_i, the rate is proportional to the average of |J·e_i|² over the two polarisations i = 0, 1, which is half their sum. The current J does not depend on i, so the polarisation vectors enter only through the tensor Σ_i e_i^μ e_i^ν*. Once this tensor is known in terms of the momentum k and a reference vector n, the rate can be computed without choosing explicit polarisation vectors.

Four-vectors have components μ = 0, 1, 2, 3, the metric is η = diag(1, −1, −1, −1), and

a·b = a^0 b^0 − a^1 b^1 − a^2 b^2 − a^3 b^3

is bilinear, with complex conjugation always written as a star. Let k and n be real, with k·k = 0 and k·n ≠ 0. Two complex vectors e_0, e_1 form a polarisation pair if

e_i·k = 0,  e_i·n = 0,  e_i·e_j* = −δ_ij.

The claim is that they do so exactly when

Σ_i e_i^μ e_i^ν* = −η^{μν} + (k^μ n^ν + n^μ k^ν)/(k·n) − (n·n) k^μ k^ν/(k·n)².

## Completeness from a dual frame

Take two families of four vectors, v_a and w_a with a = 0, …, 3, and write s_μ for the diagonal entries of η. Define the matrices E_{μa} = v_a^μ and F_{aμ} = w_a^μ s_μ. Their products are

(FE)_{ab} = w_a·v_b,
(EF)_{μν} = (Σ_a v_a^μ w_a^ν) s_ν.

For square matrices FE = 1 holds exactly when EF = 1. Since s_ν² = 1, the second equation is Σ_a v_a^μ w_a^ν = η^{μν}. Hence

w_a·v_b = δ_ab for all a, b  ⇔  Σ_a v_a^μ w_a^ν = η^{μν} for all μ, ν.

Now set c = k·n and m = n·n, and choose

v = (k, n, e_0, e_1),
w = (p, q, −e_0*, −e_1*),
p = n/c − m k/c²,  q = k/c.

If e_0, e_1 are a polarisation pair, these families are dual:

p·k = c/c − 0 = 1,  p·n = m/c − m c/c² = 0,
q·k = 0,  q·n = c/c = 1,
p·e_i = q·e_i = 0,
−e_i*·k = −(e_i·k)* = 0,  −e_i*·n = −(e_i·n)* = 0,
−e_i*·e_j = δ_ij.

The fourth line uses the reality of k and n. Completeness then reads

k^μ p^ν + n^μ q^ν − Σ_i e_i^μ e_i^ν* = η^{μν},

and inserting p and q gives the claimed sum. Conversely, if the sum has the claimed form, this completeness relation holds, so the families are dual. The last two lines of the list, read backwards, are the conditions for a polarisation pair.

## Conserved currents and the time axis

Let J and L be complex vectors with J·k = L·k = 0. Contracting the first index of the sum with J removes the terms containing J·k:

Σ_i (J·e_i) e_i^ν* = −J^ν + (J·n) k^ν/c.

Contracting with L removes the remaining n-dependent term:

Σ_i (J·e_i)(L·e_i*) = −J·L.

For L = J* the left side is Σ_i |J·e_i|², the quantity needed for the rate.

For n = (1, 0, 0, 0) one has k·n = k^0, n·n = 1 and vanishing spatial components of n. With spatial indices r, s = 1, 2, 3 the sum becomes

Σ_i e_i^r e_i^s* = δ_rs − k^r k^s/(k^0)².

Because k is null, (k^0)² is the squared length of the spatial momentum, and this is the projector onto directions transverse to it. In the emission of light by atoms and molecules it gives the angular dependence of the polarisation-summed electric-dipole rate, with the photon treated as a free plane wave in vacuum.

## Vectors, metric and polarisation pairs in Lean

The development is finite-dimensional algebra over the complex numbers.

```lean
import Mathlib

open Matrix

namespace AxialPolarisationSum

noncomputable section
```

The signs s_μ come first. They fix the signature (+, −, −, −).

```lean
/-- The diagonal entries of the Minkowski metric with signature (+,-,-,-). -/
def metricSign : Fin 4 → ℂ := ![1, -1, -1, -1]

/-- The Minkowski metric tensor. -/
def eta : Matrix (Fin 4) (Fin 4) ℂ := Matrix.diagonal metricSign
```

A vector is a function `Fin 4 → ℂ` holding upper components, and `mdot` is the product a·b without conjugation.

```lean
/-- The bilinear Minkowski product of two complex four-vectors, without conjugation. -/
def mdot (a b : Fin 4 → ℂ) : ℂ := a 0 * b 0 - a 1 * b 1 - a 2 * b 2 - a 3 * b 3
```

The momentum and the reference vector have type `Fin 4 → ℝ`, so their reality is part of their type. The map `cplx` lets them enter products with complex vectors.

```lean
/-- A real four-vector regarded as a complex one. -/
def cplx (v : Fin 4 → ℝ) : Fin 4 → ℂ := fun μ => (v μ : ℂ)
```

The structure `IsPolarisationPair` collects the three conditions, with `star` conjugating each component. The minus sign in `ortho` reflects the negative norm of spacelike vectors in this signature.

```lean
/-- Two polarisation vectors orthogonal to the momentum `k` and the reference vector `n`,
and orthonormal in the sense `e_i · e_j* = -δ_ij`. -/
structure IsPolarisationPair (k n : Fin 4 → ℝ) (e : Fin 2 → Fin 4 → ℂ) : Prop where
  trans_k : ∀ i, mdot (e i) (cplx k) = 0
  trans_n : ∀ i, mdot (e i) (cplx n) = 0
  ortho : ∀ i j, mdot (e i) (star (e j)) = if i = j then -1 else 0
```

The right side of the claim is a function of k, n and two indices.

```lean
/-- The tensor `-η + (k n + n k)/(k·n) - (n·n) k k/(k·n)²`. -/
def axialTensor (k n : Fin 4 → ℝ) (μ ν : Fin 4) : ℂ :=
  -eta μ ν + (cplx k μ * cplx n ν + cplx n μ * cplx k ν) / mdot (cplx k) (cplx n)
    - mdot (cplx n) (cplx n) * (cplx k μ * cplx k ν) / mdot (cplx k) (cplx n) ^ 2
```

Three small lemmas give the symmetry of the product, its behaviour under a sign change, and the rule a*·v = (a·v)* for real v.

```lean
/-- The Minkowski product is symmetric. -/
lemma mdot_comm (a b : Fin 4 → ℂ) : mdot a b = mdot b a := by
  simp only [mdot]; ring

lemma mdot_neg_left (a b : Fin 4 → ℂ) : mdot (-a) b = -mdot a b := by
  simp only [mdot, Pi.neg_apply]; ring

/-- Conjugating a vector conjugates its product with a real vector. -/
lemma mdot_star_cplx (a : Fin 4 → ℂ) (v : Fin 4 → ℝ) :
    mdot (star a) (cplx v) = star (mdot a (cplx v)) := by
  simp [mdot, cplx]
```

## Duality and completeness as one matrix equation

The next theorem is the equivalence for arbitrary families `v` and `w`. The facts `hFE` and `hEF` compute the two matrix products, and `mul_eq_one_comm` exchanges FE = 1 and EF = 1. In the forward direction, `linear_combination` multiplies by s_ν and uses s_ν² = 1 to recover η.

```lean
/-- Two families of four vectors are dual under the Minkowski product exactly when
their summed tensor product is the metric. -/
theorem dual_frame_iff_complete (v w : Fin 4 → Fin 4 → ℂ) :
    (∀ a b, mdot (w a) (v b) = if a = b then 1 else 0) ↔
      ∀ μ ν, ∑ a, v a μ * w a ν = eta μ ν := by
  let E : Matrix (Fin 4) (Fin 4) ℂ := Matrix.of fun μ a => v a μ
  let F : Matrix (Fin 4) (Fin 4) ℂ := Matrix.of fun a μ => w a μ * metricSign μ
  have s0 : metricSign 0 = 1 := rfl
  have s1 : metricSign 1 = -1 := rfl
  have s2 : metricSign 2 = -1 := rfl
  have s3 : metricSign 3 = -1 := rfl
  have hFE : ∀ a b, (F * E) a b = mdot (w a) (v b) := by
    intro a b
    simp only [E, F, Matrix.mul_apply, Matrix.of_apply, Fin.sum_univ_four, mdot, s0, s1, s2, s3]
    ring
  have hEF : ∀ μ ν, (E * F) μ ν = (∑ a, v a μ * w a ν) * metricSign ν := by
    intro μ ν
    simp only [E, F, Matrix.mul_apply, Matrix.of_apply, Fin.sum_univ_four]
    ring
  have hs : ∀ ν, metricSign ν * metricSign ν = 1 := by
    intro ν
    fin_cases ν <;> simp [metricSign]
  have heta : ∀ μ ν, eta μ ν = (1 : Matrix (Fin 4) (Fin 4) ℂ) μ ν * metricSign ν := by
    intro μ ν
    by_cases h : μ = ν
    · subst h; simp [eta]
    · simp [eta, h]
  -- a one-sided inverse of a square matrix is two-sided
  constructor
  · intro h μ ν
    have h1 : F * E = 1 := by
      ext a b
      rw [hFE, h, Matrix.one_apply]
    have h3 := hEF μ ν
    rw [mul_eq_one_comm.mp h1] at h3
    linear_combination -metricSign ν * h3 - (∑ a, v a μ * w a ν) * hs ν - heta μ ν
  · intro h a b
    have h1 : E * F = 1 := by
      ext μ ν
      rw [hEF, h, heta, mul_assoc, hs, mul_one]
    rw [← hFE, mul_eq_one_comm.mp h1, Matrix.one_apply]
```

## The polarisation sum in both directions

The main theorem takes `hk` (k is null) and `hkn` (k·n ≠ 0) as hypotheses. The first is the dispersion relation of a massless photon. The second excludes a reference vector for which the denominators vanish. No condition is placed on n·n, so n may be timelike, spacelike or null.

The proof names c, m, p and q as above, and `hS` expands the frame sum. In the forward direction, the facts from `pk` to `se` are the scalar products listed by hand. `D` assembles them by checking all sixteen pairs of frame vectors, after which completeness gives the tensor. In the reverse direction, the assumed sum gives completeness, and the entries of `D` in rows 2 and 3 return transversality and orthonormality.

```lean
/-- For null `k` and `k·n ≠ 0`, two complex vectors form a polarisation pair for `k` and `n`
exactly when their polarisation sum is `-η + (k n + n k)/(k·n) - (n·n) k k/(k·n)²`. -/
theorem polarisation_sum_iff (k n : Fin 4 → ℝ) (e : Fin 2 → Fin 4 → ℂ)
    (hk : mdot (cplx k) (cplx k) = 0) (hkn : mdot (cplx k) (cplx n) ≠ 0) :
    IsPolarisationPair k n e ↔
      ∀ μ ν, ∑ i, e i μ * star (e i ν) = axialTensor k n μ ν := by
  obtain ⟨c, hc⟩ : ∃ c, mdot (cplx k) (cplx n) = c := ⟨_, rfl⟩
  obtain ⟨m, hm⟩ : ∃ m, mdot (cplx n) (cplx n) = m := ⟨_, rfl⟩
  have hc' : mdot (cplx n) (cplx k) = c := by rw [mdot_comm, hc]
  rw [hc] at hkn
  -- the dual partners p of k and q of n
  obtain ⟨p, hp⟩ : ∃ p : Fin 4 → ℂ, ∀ μ, p μ = cplx n μ / c - m / c ^ 2 * cplx k μ :=
    ⟨_, fun _ => rfl⟩
  obtain ⟨q, hq⟩ : ∃ q : Fin 4 → ℂ, ∀ μ, q μ = cplx k μ / c := ⟨_, fun _ => rfl⟩
  have hpv : ∀ x, mdot p x = mdot (cplx n) x / c - m / c ^ 2 * mdot (cplx k) x := by
    intro x; simp only [mdot, hp]; ring
  have hqv : ∀ x, mdot q x = mdot (cplx k) x / c := by
    intro x; simp only [mdot, hq]; ring
  let v : Fin 4 → Fin 4 → ℂ := ![cplx k, cplx n, e 0, e 1]
  let w : Fin 4 → Fin 4 → ℂ := ![p, q, -star (e 0), -star (e 1)]
  have hS : ∀ μ ν, ∑ a, v a μ * w a ν
      = cplx k μ * p ν + cplx n μ * q ν - ∑ i, e i μ * star (e i ν) := by
    intro μ ν
    rw [Fin.sum_univ_four, Fin.sum_univ_two]
    change cplx k μ * p ν + cplx n μ * q ν + e 0 μ * (-star (e 0 ν))
      + e 1 μ * (-star (e 1 ν)) = _
    ring
  constructor
  · intro h μ ν
    have pk : mdot p (cplx k) = 1 := by
      rw [hpv, hc', hk, mul_zero, sub_zero, div_self hkn]
    have pn : mdot p (cplx n) = 0 := by
      rw [hpv, hm, hc]
      field_simp
      ring
    have qk : mdot q (cplx k) = 0 := by rw [hqv, hk, zero_div]
    have qn : mdot q (cplx n) = 1 := by rw [hqv, hc, div_self hkn]
    have ke : ∀ i, mdot (cplx k) (e i) = 0 := fun i => by rw [mdot_comm, h.trans_k]
    have ne : ∀ i, mdot (cplx n) (e i) = 0 := fun i => by rw [mdot_comm, h.trans_n]
    have pe : ∀ i, mdot p (e i) = 0 := fun i => by rw [hpv, ke, ne]; simp
    have qe : ∀ i, mdot q (e i) = 0 := fun i => by rw [hqv, ke]; simp
    have sk : ∀ i, mdot (star (e i)) (cplx k) = 0 := fun i => by
      rw [mdot_star_cplx, h.trans_k, star_zero]
    have sn : ∀ i, mdot (star (e i)) (cplx n) = 0 := fun i => by
      rw [mdot_star_cplx, h.trans_n, star_zero]
    have se : ∀ i j, mdot (star (e j)) (e i) = if i = j then -1 else 0 := fun i j => by
      rw [mdot_comm, h.ortho]
    have D : ∀ a b, mdot (w a) (v b) = if a = b then 1 else 0 := by
      intro a b
      fin_cases a <;> fin_cases b <;>
        simp [v, w, mdot_neg_left, pk, pn, qk, qn, pe, qe, sk, sn, se]
    have h1 := (dual_frame_iff_complete v w).1 D μ ν
    rw [hS, hp, hq] at h1
    simp only [axialTensor, hc, hm]
    linear_combination -h1
  · intro h
    -- completeness of the frame returns all the scalar products
    have D := (dual_frame_iff_complete v w).2 (by
      intro μ ν
      rw [hS, h, hp, hq]
      simp only [axialTensor, hc, hm]
      ring)
    have k0 : mdot (e 0) (cplx k) = 0 := by
      simpa [v, w, mdot_neg_left, mdot_star_cplx] using D 2 0
    have k1 : mdot (e 1) (cplx k) = 0 := by
      simpa [v, w, mdot_neg_left, mdot_star_cplx] using D 3 0
    have n0 : mdot (e 0) (cplx n) = 0 := by
      simpa [v, w, mdot_neg_left, mdot_star_cplx] using D 2 1
    have n1 : mdot (e 1) (cplx n) = 0 := by
      simpa [v, w, mdot_neg_left, mdot_star_cplx] using D 3 1
    have d00 : -mdot (star (e 0)) (e 0) = 1 := by simpa [v, w, mdot_neg_left] using D 2 2
    have d01 : -mdot (star (e 0)) (e 1) = 0 := by simpa [v, w, mdot_neg_left] using D 2 3
    have d10 : -mdot (star (e 1)) (e 0) = 0 := by simpa [v, w, mdot_neg_left] using D 3 2
    have d11 : -mdot (star (e 1)) (e 1) = 1 := by simpa [v, w, mdot_neg_left] using D 3 3
    rw [mdot_comm] at d00 d01 d10 d11
    have f00 : mdot (e 0) (star (e 0)) = -1 := by linear_combination -d00
    have f10 : mdot (e 1) (star (e 0)) = 0 := by linear_combination -d01
    have f01 : mdot (e 0) (star (e 1)) = 0 := by linear_combination -d10
    have f11 : mdot (e 1) (star (e 1)) = -1 := by linear_combination -d11
    refine ⟨fun i => ?_, fun i => ?_, fun i j => ?_⟩
    · fin_cases i <;> simp [k0, k1]
    · fin_cases i <;> simp [n0, n1]
    · fin_cases i <;> fin_cases j <;> simp [f00, f01, f10, f11]
```

The theorem characterises polarisation pairs for given k and n; it does not construct one for every such choice. It concerns a single momentum and contains no quantised field or propagator.

## Contraction with currents

Here `hJ` and `hL` state that both currents are orthogonal to k. Physically this is current conservation in momentum space, and it is assumed, not derived from a Lagrangian. The result also needs `hk`, the condition that k is null, which the docstring does not repeat. The fact `low` expresses that contracting J with η returns J. `A` is the formula obtained after contracting the first index, and the last `linear_combination` contracts the second index with L.

```lean
/-- Between two currents `J` and `L` orthogonal to `k`, the polarisation sum
acts as `-η`. -/
theorem conserved_current_sum (k n : Fin 4 → ℝ) (e : Fin 2 → Fin 4 → ℂ)
    (hk : mdot (cplx k) (cplx k) = 0) (hkn : mdot (cplx k) (cplx n) ≠ 0)
    (he : IsPolarisationPair k n e) (J L : Fin 4 → ℂ)
    (hJ : mdot J (cplx k) = 0) (hL : mdot L (cplx k) = 0) :
    ∑ i, mdot J (e i) * mdot L (star (e i)) = -mdot J L := by
  have h := (polarisation_sum_iff k n e hk hkn).1 he
  obtain ⟨c, hc⟩ : ∃ c, mdot (cplx k) (cplx n) = c := ⟨_, rfl⟩
  obtain ⟨m, hm⟩ : ∃ m, mdot (cplx n) (cplx n) = m := ⟨_, rfl⟩
  obtain ⟨d, hd⟩ : ∃ d, mdot J (cplx n) = d := ⟨_, rfl⟩
  simp only [axialTensor, hc, hm, Fin.sum_univ_two] at h
  simp only [mdot] at hJ hL hd
  have low : ∀ ν, J 0 * eta 0 ν - J 1 * eta 1 ν - J 2 * eta 2 ν - J 3 * eta 3 ν = J ν := by
    intro ν
    fin_cases ν <;> simp [eta, metricSign]
  -- contract the first index with J, then the second with L
  have A : ∀ ν, mdot J (e 0) * star (e 0 ν) + mdot J (e 1) * star (e 1 ν)
      = -J ν + d * cplx k ν / c := by
    intro ν
    simp only [mdot]
    linear_combination J 0 * h 0 ν - J 1 * h 1 ν - J 2 * h 2 ν - J 3 * h 3 ν
      + (cplx n ν / c - m * cplx k ν / c ^ 2) * hJ + cplx k ν / c * hd - low ν
  rw [Fin.sum_univ_two]
  have e1 : ∀ x : Fin 4 → ℂ, mdot L x = L 0 * x 0 - L 1 * x 1 - L 2 * x 2 - L 3 * x 3 :=
    fun _ => rfl
  rw [e1, e1, mdot_comm J L, e1]
  simp only [Pi.star_apply]
  linear_combination L 0 * A 0 - L 1 * A 1 - L 2 * A 2 - L 3 * A 3 + d / c * hL
```

## The transverse projector

The reference vector is now the unit vector along time.

```lean
/-- The unit vector along the time axis. -/
def timeAxis : Fin 4 → ℝ := ![1, 0, 0, 0]
```

The indices `a` and `b` run over `Fin 3`, and `a.succ` shifts them to the spatial components 1, 2, 3. The hypothesis `hk0` is k·n ≠ 0 for this n. After the products with `timeAxis` are evaluated, the result is the main theorem restricted to spatial indices. The formula also needs `hk`, the condition that k is null, which the docstring does not repeat. For any real k with nonzero spatial part, the conditions on the pair give the squared length of the spatial momentum as the denominator, and this equals (k^0)² only when k is null.

```lean
/-- With `n` along the time axis, the spatial part of the polarisation sum is
`δ_ab - k_a k_b / k₀²`. -/
theorem coulomb_gauge_sum (k : Fin 4 → ℝ) (e : Fin 2 → Fin 4 → ℂ)
    (hk : mdot (cplx k) (cplx k) = 0) (hk0 : k 0 ≠ 0)
    (he : IsPolarisationPair k timeAxis e) (a b : Fin 3) :
    ∑ i, e i a.succ * star (e i b.succ)
      = (if a = b then 1 else 0) - (k a.succ : ℂ) * (k b.succ : ℂ) / (k 0 : ℂ) ^ 2 := by
  have hc : mdot (cplx k) (cplx timeAxis) = (k 0 : ℂ) := by simp [mdot, cplx, timeAxis]
  have hn : mdot (cplx timeAxis) (cplx timeAxis) = 1 := by simp [mdot, cplx, timeAxis]
  have ht : ∀ a : Fin 3, cplx timeAxis a.succ = 0 := by
    intro a
    fin_cases a <;> simp [cplx, timeAxis]
  have hη : eta a.succ b.succ = -(if a = b then 1 else 0) := by
    fin_cases a <;> fin_cases b <;> simp [eta, metricSign]
  have hkn : mdot (cplx k) (cplx timeAxis) ≠ 0 := by
    rw [hc]; exact_mod_cast hk0
  rw [(polarisation_sum_iff k timeAxis e hk hkn).1 he]
  simp only [axialTensor, hc, hn, ht, hη]
  simp only [cplx]
  ring
```

## An elliptical example

For k = (1, 0, 0, 1) and n = (1, 0, 0, −1), the product k·n equals 2. The vectors

e_0 = (0, 3/5, 4i/5, 0),  e_1 = (0, 4i/5, 3/5, 0)

are orthogonal to both. Their norms are −(9/25 + 16/25) = −1, and

e_0·e_1* = −[(3/5)(−4i/5) + (4i/5)(3/5)] = 0.

The final theorem checks these products component by component, which shows that the conditions on k and n and the definition of a polarisation pair can be met together by genuinely complex polarisations.

```lean
/-- The momentum `(1,0,0,1)` is null, its product with the reference vector `(1,0,0,-1)` is nonzero,
and two elliptical polarisations with components 3/5 and 4i/5 form a polarisation pair for them. -/
theorem polarisation_pair_witness :
    mdot (cplx ![1, 0, 0, 1]) (cplx ![1, 0, 0, 1]) = 0 ∧
    mdot (cplx ![1, 0, 0, 1]) (cplx ![1, 0, 0, -1]) ≠ 0 ∧
    IsPolarisationPair ![1, 0, 0, 1] ![1, 0, 0, -1]
      ![![0, ⟨3 / 5, 0⟩, ⟨0, 4 / 5⟩, 0], ![0, ⟨0, 4 / 5⟩, ⟨3 / 5, 0⟩, 0]] := by
  refine ⟨by simp [mdot, cplx], by simp [mdot, cplx], fun i => ?_, fun i => ?_,
    fun i j => ?_⟩
  · fin_cases i <;> simp [mdot, cplx]
  · fin_cases i <;> simp [mdot, cplx]
  · fin_cases i <;> fin_cases j <;> simp [mdot, Complex.ext_iff] <;> norm_num

end

end AxialPolarisationSum
```

```lean
#print axioms AxialPolarisationSum.polarisation_sum_iff
#print axioms AxialPolarisationSum.conserved_current_sum
#print axioms AxialPolarisationSum.coulomb_gauge_sum
```

```
'AxialPolarisationSum.polarisation_sum_iff' depends on axioms: [propext, Classical.choice, Quot.sound]
'AxialPolarisationSum.conserved_current_sum' depends on axioms: [propext, Classical.choice, Quot.sound]
'AxialPolarisationSum.coulomb_gauge_sum' depends on axioms: [propext, Classical.choice, Quot.sound]
```
